# The spin-singlet part of 2p⁵3d¹ contains the octahedral dipole representation twice

The 2p hole and the 3d electron of 2p⁵3d¹ carry orbital angular momenta 1 and 2, so the spin-singlet states have as their character under rotations the product of the characters for `J = 1` and `J = 2`. The theorem says that this product, multiplied by the character of a vector and averaged over the 24 octahedral rotations, gives 2, which is the number of times the dipole representation occurs. This is a count by symmetry under proper rotations alone, with no Hamiltonian, energies or intensities in it. The attempt writes the characters as polynomials in the cosine of the rotation angle, puts in the cosines for the five classes, writes out the sum and leaves the arithmetic to `norm_num`.

This version doesn't compile in Lean 4 with Mathlib:

```lean
import Mathlib

open Real

namespace TwoSingletDipoleLevels

noncomputable section

/-- Character of the angular-momentum-`J` multiplet for a rotation by the angle `t`. -/
def rotChar (J : ℕ) (t : ℝ) : ℝ :=
  ∑ m ∈ Finset.Icc (-(J : ℤ)) (J : ℤ), cos ((m : ℝ) * t)

/-- Rotation angles of the octahedral classes E, 8C₃, 3C₂, 6C₄, 6C₂′. -/
def classAngle : Fin 5 → ℝ := ![0, 2 * π / 3, π, π / 2, π]

/-- Numbers of rotations in the classes E, 8C₃, 3C₂, 6C₄, 6C₂′. -/
def classSize : Fin 5 → ℝ := ![1, 8, 3, 6, 6]

/-- Projection of a character `ρ` onto that of the dipole operator, a vector (`J = 1`),
averaged over the 24 octahedral rotations. -/
def dipoleCount (ρ : ℝ → ℝ) : ℝ :=
  (∑ i, classSize i * rotChar 1 (classAngle i) * ρ (classAngle i)) / 24

/-- Going from `J` to `J + 1` adds the two states `m = ±(J + 1)` to the character. -/
theorem rotChar_succ (J : ℕ) (t : ℝ) :
    rotChar (J + 1) t = rotChar J t + 2 * cos (((J : ℝ) + 1) * t) := by
  have h : Finset.Icc (-((J + 1 : ℕ) : ℤ)) ((J + 1 : ℕ) : ℤ) =
      insert ((J : ℤ) + 1) (insert (-((J : ℤ) + 1)) (Finset.Icc (-(J : ℤ)) (J : ℤ))) := by
    ext m
    simp only [Finset.mem_insert, Finset.mem_Icc]
    omega
  have e : cos (((-((J : ℤ) + 1) : ℤ) : ℝ) * t) = cos (((J : ℝ) + 1) * t) := by
    rw [← Real.cos_neg]
    congr 1
    push_cast
    ring
  have e' : (((J : ℤ) + 1 : ℤ) : ℝ) = (J : ℝ) + 1 := by norm_num
  unfold rotChar
  rw [h, Finset.sum_insert (by simp only [Finset.mem_insert, Finset.mem_Icc]; omega),
    Finset.sum_insert (by simp only [Finset.mem_Icc]; omega), e, e']
  ring

/-- The characters of `J = 0, 1, 2` as polynomials in the cosine of the rotation angle. -/
theorem rotChar_low (t : ℝ) :
    rotChar 0 t = 1 ∧ rotChar 1 t = 1 + 2 * cos t ∧
      rotChar 2 t = 4 * cos t ^ 2 + 2 * cos t - 1 := by
  have h0 : rotChar 0 t = 1 := by simp [rotChar]
  have h1 : rotChar 1 t = 1 + 2 * cos t := by
    have h : rotChar 1 t = rotChar 0 t + 2 * cos ((((0 : ℕ) : ℝ) + 1) * t) :=
      rotChar_succ 0 t
    rw [h, h0]
    simp
  have h2 : rotChar 2 t = rotChar 1 t + 2 * cos ((((1 : ℕ) : ℝ) + 1) * t) :=
    rotChar_succ 1 t
  have e : ((1 : ℕ) : ℝ) + 1 = 2 := by norm_num
  refine ⟨h0, h1, ?_⟩
  rw [h2, e, Real.cos_two_mul, h1]
  ring

/-- Cosines of the rotation angles of the five octahedral classes. -/
theorem cos_classAngle (i : Fin 5) :
    cos (classAngle i) = (![1, -1 / 2, -1, 0, -1] : Fin 5 → ℝ) i := by
  have h : cos (2 * π / 3) = -1 / 2 := by
    rw [show 2 * π / 3 = π - π / 3 by ring, Real.cos_pi_sub, Real.cos_pi_div_three]
    norm_num
  fin_cases i <;> simp [classAngle, h]

/-- In an octahedral field the spin-singlet part of 2p⁵3d¹ alone contains the dipole representation
twice. -/
theorem two_singlet_dipole_levels :
    dipoleCount (fun t => rotChar 1 t * rotChar 2 t) = 2 := by
  simp only [dipoleCount, (rotChar_low _).2.1, (rotChar_low _).2.2, cos_classAngle,
    Fin.sum_univ_five]
  norm_num [classSize]

end

end TwoSingletDipoleLevels
```

Messages:

```
Main.lean:71:60: error: unsolved goals
⊢ (45 +
            ![1, 8, 3, 6, 6] 2 * (1 + 2 * ![1, -(1 / 2), -1, 0, -1] 2) *
              ((1 + 2 * ![1, -(1 / 2), -1, 0, -1] 2) *
                (4 * ![1, -(1 / 2), -1, 0, -1] 2 ^ 2 + 2 * ![1, -(1 / 2), -1, 0, -1] 2 - 1)) +
          ![1, 8, 3, 6, 6] 3 * (1 + 2 * ![1, -(1 / 2), -1, 0, -1] 3) *
            ((1 + 2 * ![1, -(1 / 2), -1, 0, -1] 3) *
              (4 * ![1, -(1 / 2), -1, 0, -1] 3 ^ 2 + 2 * ![1, -(1 / 2), -1, 0, -1] 3 - 1)) +
        ![1, 8, 3, 6, 6] 4 * (1 + 2 * ![1, -(1 / 2), -1, 0, -1] 4) *
          ((1 + 2 * ![1, -(1 / 2), -1, 0, -1] 4) *
            (4 * ![1, -(1 / 2), -1, 0, -1] 4 ^ 2 + 2 * ![1, -(1 / 2), -1, 0, -1] 4 - 1))) /
      24 =
    2
```

The repair, with which the file compiles:

```diff
@@ -71,6 +71,6 @@
     dipoleCount (fun t => rotChar 1 t * rotChar 2 t) = 2 := by
   simp only [dipoleCount, (rotChar_low _).2.1, (rotChar_low _).2.2, cos_classAngle,
-    Fin.sum_univ_five]
-  norm_num [classSize]
+    Fin.sum_univ_five, classSize, Matrix.cons_val]
+  norm_num
 
 end
```

The error says that `norm_num [classSize]` ended with the goal still open. What is left is a true equation in which the first two classes have been added up to 45, while entries 2, 3 and 4 of the lists of class sizes and cosines are still unread, as in `![1, 8, 3, 6, 6] 2`. `norm_num` simplifies with the default simp lemmas, and these read entries 0 and 1 of such a list. Later entries are read by `Matrix.cons_val`, which is a simproc (a small program that the simplifier calls) and not a lemma, and `norm_num` does not run simprocs.

The repair names `Matrix.cons_val` in the `simp only` call, which does run it, so every entry becomes a plain number. `classSize` moves to the same call because its list has to be unfolded before its entries can be read. The closing `norm_num` then has only arithmetic to do, (45 + 0 + 3 − 6 + 6) / 24 = 2, and no longer needs `classSize` as an argument.
